# Expanding a polynomial of degree below n in the first n orthonormal polynomials

Let `p j` be real polynomials of degree `j`, orthonormal for a positive measure `μ` on the line with all moments finite; the normalised Hermite polynomials, with the Gaussian weight of the harmonic oscillator, are an example. The lemma `OrthonormalPolys.expand` says that a real polynomial `q` whose coefficients vanish from index `n` on is a linear combination of `p 0`, ..., `p (n - 1)` with real coefficients. The proof is by induction on `n`. In the step from `n` to `n + 1` it subtracts the multiple of `p n` that cancels the coefficient of `x ^ n` in `q`, expands the remainder by the induction hypothesis, and puts the subtracted term back.

The failing Lean file:

```lean
import Mathlib

open MeasureTheory Polynomial

namespace Expand

noncomputable section

/-- The polynomials `p j` have degree `j` and are orthonormal for the positive measure `μ`
(`w(x) dx` for a weight `w`), all of whose moments are finite. -/
structure OrthonormalPolys (μ : Measure ℝ) (p : ℕ → ℝ[X]) : Prop where
  moments : ∀ n : ℕ, Integrable (fun x : ℝ => x ^ n) μ
  degree : ∀ j, (p j).natDegree = j
  orth : ∀ i j, ∫ x, (p i).eval x * (p j).eval x ∂μ = if i = j then 1 else 0

variable {μ : Measure ℝ} {p : ℕ → ℝ[X]}

/-- No orthonormal polynomial vanishes identically. -/
theorem OrthonormalPolys.ne_zero (h : OrthonormalPolys μ p) (j : ℕ) : p j ≠ 0 := by
  intro hj
  have := h.orth j j
  simp [hj] at this

/-- Every polynomial of degree below `n` is a combination of the orthonormal polynomials
`p 0, ..., p (n - 1)`. -/
theorem OrthonormalPolys.expand (h : OrthonormalPolys μ p) (n : ℕ) :
    ∀ q : ℝ[X], (∀ m, n ≤ m → q.coeff m = 0) →
      ∃ c : ℕ → ℝ, q = ∑ k ∈ Finset.range n, C (c k) * p k := by
  induction n with
  | zero => exact fun q hq => ⟨0, by ext m; simp [hq m]⟩
  | succ n ih =>
    intro q hq
    have hl : (p n).coeff n ≠ 0 := by
      have := leadingCoeff_ne_zero.2 (h.ne_zero n)
      rwa [leadingCoeff, h.degree] at this
    -- remove the leading term with a multiple of `p n`
    obtain ⟨c, hc⟩ := ih (q - C (q.coeff n / (p n).coeff n) * p n) (by
      intro m hm
      rw [coeff_sub, coeff_C_mul]
      rcases hm.eq_or_lt with rfl | hm
      · rw [div_mul_cancel₀ _ hl, sub_self]
      · rw [hq m hm, coeff_eq_zero_of_natDegree_lt (by rw [h.degree]; exact hm)]
        simp)
    refine ⟨fun k => if k = n then q.coeff n / (p n).coeff n else c k, ?_⟩
    rw [Finset.sum_range_succ, Finset.sum_congr rfl (g := fun k => C (c k) * p k)
      (fun k hk => by simp [(Finset.mem_range.1 hk).ne]), ← hc]
    simp

end

end Expand
```

Lean reports:

```
Main.lean:42:59: error: Tactic `rewrite` failed: Did not find an occurrence of the pattern
  (p ?j).natDegree
in the target expression
  q.natDegree < n

μ : Measure ℝ
p : ℕ → ℝ[X]
h : OrthonormalPolys μ p
n : ℕ
ih : ∀ (q : ℝ[X]), (∀ (m : ℕ), n ≤ m → q.coeff m = 0) → ∃ c, q = ∑ k ∈ Finset.range n, C (c k) * p k
q : ℝ[X]
hq : ∀ (m : ℕ), n + 1 ≤ m → q.coeff m = 0
hl : (p n).coeff n ≠ 0
m : ℕ
hm✝ : n ≤ m
hm : n < m
⊢ q.natDegree < n
```

The repair, with which the file compiles:

```diff
@@ -40,6 +40,7 @@
       rcases hm.eq_or_lt with rfl | hm
       · rw [div_mul_cancel₀ _ hl, sub_self]
-      · rw [hq m hm, coeff_eq_zero_of_natDegree_lt (by rw [h.degree]; exact hm)]
-        simp)
+      · have h0 : (p n).coeff m = 0 :=
+          coeff_eq_zero_of_natDegree_lt (by rw [h.degree]; exact hm)
+        rw [hq m hm, h0, mul_zero, sub_zero])
     refine ⟨fun k => if k = n then q.coeff n / (p n).coeff n else c k, ?_⟩
     rw [Finset.sum_range_succ, Finset.sum_congr rfl (g := fun k => C (c k) * p k)
```

Diagnosis. The error comes where the remainder's coefficient at an index `m > n` must be shown to vanish. After `hq m hm` the goal still contains `q.coeff n / (p n).coeff n * (p n).coeff m`, and the last factor is the one meant to become zero. But `coeff_eq_zero_of_natDegree_lt` was given to `rw` without its polynomial or index, so its left side could match any coefficient, and it matched `q.coeff n`. The inner `by` block, run after that choice, therefore had to prove `q.natDegree < n`, where `h.degree` finds no `(p ?j).natDegree` to rewrite. Nor does that inequality follow from the hypotheses, since `q` may have degree `n`.

The repair states `h0 : (p n).coeff m = 0` first. This fixes the polynomial and the index, so the side goal is `(p n).natDegree < m`, which `h.degree` turns into `n < m`, and that is `hm`. Rewriting with `h0` then acts on the intended factor. Using `mul_zero` and `sub_zero` in place of the final `simp` is mere tidying.
